# Levels $e_1<0<e_2$ share a real shift with convergent Dyson series at Matsubara frequency $w\neq0$ exactly when $|e_1e_2|<w^2$

Take two levels at energies $-1$ and $1$, measured from the chemical potential, and expand their Green's functions at the imaginary frequency $i/2$ about a reference level at $0$. Successive terms double in size for both levels, and both series diverge. Moving the reference level to $1$ makes the series for the upper level exact after one term, but the terms for the lower level still grow, by a factor of about $1.79$ each time. No real reference level makes both series converge at this frequency. The criterion below shows this by comparing sizes: the product of the two energies has absolute value $1$, which is not below $(1/2)^2=1/4$.

## Expanding about a reference level

Consider non-interacting electrons with one-particle levels $e$, measured from the chemical potential, so that negative levels are mostly occupied and positive ones mostly empty. At the Matsubara frequency $w$, in energy units, a level has the Green's function
$$G=\frac{1}{iw-e}.$$

Choose a reference energy $a$, called the shift, and treat $e-a$ as the perturbation. The reference Green's function is $G_0=1/(iw-a)$, and the Dyson equation reads $G=G_0+G_0\,(e-a)\,G$. Iterating it gives the series
$$\sum_{n=0}^{\infty}\frac{(e-a)^n}{(iw-a)^{n+1}},\qquad a\neq iw.$$

The same shift has to serve all levels: the unperturbed one-particle Hamiltonian is the constant $a$, and the perturbation is the full one-particle Hamiltonian minus $a$. The question is when one value of $a$ makes every series converge.

## The criterion and its Lean form

Let a set $S$ of real levels have least element $e_1<0$ and greatest element $e_2>0$, and let $w\neq0$. Some real $a$ makes the Dyson series of every level in $S$ converge if and only if
$$|e_1e_2|<w^2.$$

This is `common_shift_iff`. The hypotheses `IsLeast S e1` and `IsGreatest S e2` say that the extreme levels belong to the set. Between them $S$ may contain finitely many levels or a whole band. The theorem `two_level_shift_iff` is the case of two levels.

In Lean, `dysonTerm w a e n` is the $n$-th term, with real `w` and `e` and complex `a`, and `dysonSum w a e N` adds the terms $n=0,\dots,N-1$. The proposition `DysonConverges w a e` says that these partial sums have some limit in the complex numbers, so absolute convergence is not required. A real shift enters as `(a : ℂ)`, a real number read as a complex one.

The hypothesis `hw : w ≠ 0` holds for every fermionic Matsubara frequency, and it keeps a real shift away from $iw$. Lean sets division by zero to zero, so at $w=0$ the meaningless shift $a=0$ would otherwise count as a success.

For non-interacting electrons at temperature $T$, the smallest fermionic $|w|$ is $\pi k_BT$. A constant real shift therefore fails at the lowest frequencies once $\pi k_BT\le\sqrt{|e_1e_2|}$. Temperature does not appear in the Lean statements, which treat one arbitrary nonzero $w$ at a time. They also contain no interaction or self-energy, and they give no rate of convergence.

## Convergence for a single level

Write $q=(e-a)/(iw-a)$. The $n$-th term is $q^n/(iw-a)$, so the series is geometric. If $|q|<1$, its sum is
$$\frac{1}{iw-a}\cdot\frac{1}{1-q}=\frac{1}{(iw-a)-(e-a)}=\frac{1}{iw-e}.$$

If $|q|\ge1$, every term has modulus
$$\frac{|q|^n}{|iw-a|}\ \ge\ \frac{1}{|iw-a|}>0.$$
The terms of a convergent series tend to zero, so this series diverges. Convergence is therefore equivalent to $|e-a|<|iw-a|$: the level must lie closer to the shift than $iw$ does.

Both sides are non-negative, so squaring preserves the inequality:
$$(e-\operatorname{Re}a)^2+(\operatorname{Im}a)^2<(\operatorname{Re}a)^2+(w-\operatorname{Im}a)^2.$$
The squares of $\operatorname{Re}a$ and $\operatorname{Im}a$ cancel, which leaves
$$e^2-2e\operatorname{Re}a<w^2-2w\operatorname{Im}a.$$

## Eliminating a real shift

For real $a$, the conditions at the two extreme levels are
$$e_1^2-2e_1a<w^2,\qquad e_2^2-2e_2a<w^2.$$
Multiply the first by $e_2>0$ and the second by $-e_1>0$, and add. The terms in $a$ are $-2e_1e_2a$ and $+2e_1e_2a$, and they cancel. What remains is
$$e_1^2e_2-e_1e_2^2<w^2(e_2-e_1),$$
that is,
$$-e_1e_2\,(e_2-e_1)<w^2(e_2-e_1).$$
Since $e_2-e_1>0$, division gives $-e_1e_2<w^2$. The product $e_1e_2$ is negative, so the left side is $|e_1e_2|$.

The opposite signs matter here. For the levels $1$ and $2$ at $w=1$, the shift $a=1$ satisfies both conditions although $|e_1e_2|=2>w^2$.

## The midpoint works for every level in between

Conversely, suppose $|e_1e_2|<w^2$ and take $a=(e_1+e_2)/2$. For any level with $e_1\le e\le e_2$,
$$e^2-2ea=e^2-e(e_1+e_2)=(e-e_1)(e-e_2)-e_1e_2\le-e_1e_2\le|e_1e_2|<w^2.$$
The first product is not positive because $e$ lies between the two ends. This is the convergence condition for a real shift, so each series sums to $1/(iw-e)$. The midpoint does not depend on $w$, and the same shift serves every frequency that satisfies the criterion.

## Where the low-frequency obstruction disappears

If all levels lie in $[0,E]$, put $e_1=0$ and $e_2=E$ in the midpoint argument. The requirement becomes $0<w^2$, so the shift $E/2$ works at every nonzero frequency.

The obstruction is also limited to real shifts. For levels with $|e|\le E$, on either side of zero, take
$$a=-\frac{iE^2}{2w}.$$
Then $\operatorname{Re}a=0$ and $-2w\operatorname{Im}a=E^2$, and the convergence condition becomes $e^2<w^2+E^2$. It holds for every such level and every $w\neq0$. For $E>0$ this shift changes with the frequency, and a reference Hamiltonian with this energy is not Hermitian.

## The shift criterion in Lean 4

```lean
import Mathlib

open Filter Topology

namespace DysonShift

noncomputable section

/-- The `n`-th term of the Dyson series for a level `e` at Matsubara frequency `w`, expanded
about a reference level (shift) `a`; its domain is `a ≠ i w`. -/
def dysonTerm (w : ℝ) (a : ℂ) (e : ℝ) (n : ℕ) : ℂ :=
  ((e : ℂ) - a) ^ n / (Complex.I * w - a) ^ (n + 1)

/-- The Dyson series summed through its first `N` terms, for `a ≠ i w`. -/
def dysonSum (w : ℝ) (a : ℂ) (e : ℝ) (N : ℕ) : ℂ :=
  ∑ n ∈ Finset.range N, dysonTerm w a e n

/-- The Dyson series converges: its partial sums have a limit, for `a ≠ i w`. -/
def DysonConverges (w : ℝ) (a : ℂ) (e : ℝ) : Prop :=
  ∃ G : ℂ, Tendsto (dysonSum w a e) atTop (𝓝 G)

/-- The level `e` is closer to the shift than `i w` is exactly when
`e² - 2 e Re a < w² - 2 w Im a`. -/
theorem closer_iff (w : ℝ) (a : ℂ) (e : ℝ) :
    ‖(e : ℂ) - a‖ < ‖Complex.I * w - a‖ ↔
      e ^ 2 - 2 * e * a.re < w ^ 2 - 2 * w * a.im := by
  rw [← sq_lt_sq₀ (norm_nonneg _) (norm_nonneg _), Complex.sq_norm, Complex.sq_norm,
    Complex.normSq_apply, Complex.normSq_apply]
  simp only [Complex.sub_re, Complex.sub_im, Complex.mul_re, Complex.mul_im,
    Complex.ofReal_re, Complex.ofReal_im, Complex.I_re, Complex.I_im]
  constructor <;> intro h <;> nlinarith

/-- If the level `e` is closer to the shift than `i w` is, the Dyson series sums to the
Green's function `1 / (i w - e)`. -/
theorem dysonSum_tendsto {w : ℝ} {a : ℂ} {e : ℝ}
    (h : ‖(e : ℂ) - a‖ < ‖Complex.I * w - a‖) :
    Tendsto (dysonSum w a e) atTop (𝓝 (1 / (Complex.I * w - e))) := by
  have hpos : 0 < ‖Complex.I * w - a‖ := lt_of_le_of_lt (norm_nonneg _) h
  have hz : Complex.I * w - a ≠ 0 := norm_pos_iff.1 hpos
  have hr : ‖((e : ℂ) - a) / (Complex.I * w - a)‖ < 1 := by
    rw [norm_div, div_lt_one hpos]
    exact h
  -- the series is geometric, with prefactor the Green's function of the reference level
  have hs := ((hasSum_geometric_of_norm_lt_one hr).mul_left
    (Complex.I * w - a)⁻¹).tendsto_sum_nat
  have h1 : (Complex.I * w - a) * (((e : ℂ) - a) / (Complex.I * w - a)) = e - a :=
    mul_div_cancel₀ _ hz
  have h2 : (Complex.I * w - a) * (1 - ((e : ℂ) - a) / (Complex.I * w - a))
      = Complex.I * w - e := by
    linear_combination -h1
  rw [← mul_inv, h2] at hs
  rw [one_div]
  refine hs.congr fun N => ?_
  unfold dysonSum
  refine Finset.sum_congr rfl fun n _ => ?_
  rw [dysonTerm, div_pow, pow_succ, div_eq_mul_inv, div_eq_mul_inv, mul_inv]
  ring

/-- For a shift `a ≠ i w`, the Dyson series converges exactly when
`e² - 2 e Re a < w² - 2 w Im a`. -/
theorem dysonConverges_iff {w : ℝ} {a : ℂ} (e : ℝ) (ha : a ≠ Complex.I * w) :
    DysonConverges w a e ↔ e ^ 2 - 2 * e * a.re < w ^ 2 - 2 * w * a.im := by
  rw [← closer_iff]
  refine ⟨?_, fun h => ⟨_, dysonSum_tendsto h⟩⟩
  rintro ⟨G, hG⟩
  by_contra hn
  have hle : ‖Complex.I * w - a‖ ≤ ‖(e : ℂ) - a‖ := not_lt.1 hn
  have hpos : 0 < ‖Complex.I * w - a‖ := norm_pos_iff.2 (sub_ne_zero.2 ha.symm)
  -- the terms of a convergent series tend to zero
  have h0 : Tendsto (fun n => ‖dysonTerm w a e n‖) atTop (𝓝 0) := by
    have hd := ((hG.comp (tendsto_add_atTop_nat 1)).sub hG).norm
    rw [sub_self, norm_zero] at hd
    refine hd.congr fun n => ?_
    simp only [Function.comp_apply, dysonSum, Finset.sum_range_succ, add_sub_cancel_left]
  -- but here they are bounded below
  have hb : ∀ n, ‖Complex.I * w - a‖⁻¹ ≤ ‖dysonTerm w a e n‖ := by
    intro n
    rw [dysonTerm, norm_div, norm_pow, norm_pow, le_div_iff₀ (pow_pos hpos _)]
    have hq : ‖Complex.I * w - a‖⁻¹ * ‖Complex.I * w - a‖ ^ (n + 1)
        = ‖Complex.I * w - a‖ ^ n := by
      rw [pow_succ', ← mul_assoc, inv_mul_cancel₀ hpos.ne', one_mul]
    rw [hq]
    exact pow_le_pow_left₀ hpos.le hle n
  exact absurd (ge_of_tendsto' h0 hb) (not_le_of_gt (inv_pos.2 hpos))

/-- If `|e1 e2| < w²`, the midpoint shift `(e1 + e2) / 2` makes the Dyson series of every level
between `e1` and `e2` sum to its Green's function. -/
theorem midpoint_shift {e1 e2 w e : ℝ} (hw : |e1 * e2| < w ^ 2) (h1 : e1 ≤ e) (h2 : e ≤ e2) :
    Tendsto (dysonSum w (((e1 + e2) / 2 : ℝ) : ℂ) e) atTop
      (𝓝 (1 / (Complex.I * w - e))) := by
  apply dysonSum_tendsto
  rw [closer_iff, Complex.ofReal_re, Complex.ofReal_im]
  nlinarith [mul_nonneg (sub_nonneg.2 h1) (sub_nonneg.2 h2), neg_le_abs (e1 * e2)]

/-- For a set of levels with lowest level `e1 < 0` and highest level `e2 > 0`, and `w ≠ 0`, a
common real shift makes all the Dyson series converge if and only if `|e1 e2| < w²`. -/
theorem common_shift_iff {S : Set ℝ} {e1 e2 w : ℝ} (h1 : IsLeast S e1) (h2 : IsGreatest S e2)
    (he1 : e1 < 0) (he2 : 0 < e2) (hw : w ≠ 0) :
    (∃ a : ℝ, ∀ e ∈ S, DysonConverges w (a : ℂ) e) ↔ |e1 * e2| < w ^ 2 := by
  constructor
  · rintro ⟨a, ha⟩
    have hne : (a : ℂ) ≠ Complex.I * w := by
      intro h
      have him := congrArg Complex.im h
      simp only [Complex.mul_im, Complex.ofReal_re, Complex.ofReal_im, Complex.I_re,
        Complex.I_im] at him
      apply hw
      linarith
    have c1 := (dysonConverges_iff e1 hne).1 (ha e1 h1.1)
    have c2 := (dysonConverges_iff e2 hne).1 (ha e2 h2.1)
    rw [Complex.ofReal_re, Complex.ofReal_im] at c1 c2
    rw [abs_of_neg (mul_neg_of_neg_of_pos he1 he2)]
    -- weight the two conditions so that the shift drops out
    have key : -(e1 * e2) * (e2 - e1) < w ^ 2 * (e2 - e1) := by
      nlinarith [mul_pos he2 (sub_pos.2 c1), mul_pos (neg_pos.2 he1) (sub_pos.2 c2)]
    exact lt_of_mul_lt_mul_right key (by linarith)
  · intro h
    exact ⟨(e1 + e2) / 2, fun e he => ⟨_, midpoint_shift h (h1.2 he) (h2.2 he)⟩⟩

/-- For two levels `e1 < 0 < e2` and `w ≠ 0`, some real shift makes both Dyson series converge
if and only if `|e1 e2| < w²`. -/
theorem two_level_shift_iff {e1 e2 w : ℝ} (he1 : e1 < 0) (he2 : 0 < e2) (hw : w ≠ 0) :
    (∃ a : ℝ, DysonConverges w (a : ℂ) e1 ∧ DysonConverges w (a : ℂ) e2) ↔
      |e1 * e2| < w ^ 2 := by
  have h1 : IsLeast ({e1, e2} : Set ℝ) e1 := by
    refine ⟨by simp, fun x hx => ?_⟩
    simp only [Set.mem_insert_iff, Set.mem_singleton_iff] at hx
    rcases hx with h | h <;> linarith
  have h2 : IsGreatest ({e1, e2} : Set ℝ) e2 := by
    refine ⟨by simp, fun x hx => ?_⟩
    simp only [Set.mem_insert_iff, Set.mem_singleton_iff] at hx
    rcases hx with h | h <;> linarith
  have h := common_shift_iff h1 h2 he1 he2 hw
  simp only [Set.mem_insert_iff, Set.mem_singleton_iff, forall_eq_or_imp, forall_eq] at h
  exact h

/-- At any frequency `w ≠ 0`, the real shift `E / 2` makes the Dyson series of every level in
`[0, E]` sum to its Green's function. -/
theorem one_sided_shift {E w e : ℝ} (hw : w ≠ 0) (h0 : 0 ≤ e) (hE : e ≤ E) :
    Tendsto (dysonSum w ((E / 2 : ℝ) : ℂ) e) atTop (𝓝 (1 / (Complex.I * w - e))) := by
  have h : |0 * E| < w ^ 2 := by
    rw [zero_mul, abs_zero]
    positivity
  have hm := midpoint_shift h h0 hE
  rwa [zero_add] at hm

/-- At any frequency `w ≠ 0`, the imaginary shift `-i E² / (2 w)` makes the Dyson series of every
level with `|e| ≤ E` sum to its Green's function. -/
theorem imaginary_shift {E w e : ℝ} (hw : w ≠ 0) (hE : |e| ≤ E) :
    Tendsto (dysonSum w (⟨0, -(E ^ 2 / (2 * w))⟩ : ℂ) e) atTop
      (𝓝 (1 / (Complex.I * w - e))) := by
  apply dysonSum_tendsto
  rw [closer_iff]
  have hs : 2 * w * (E ^ 2 / (2 * w)) = E ^ 2 := by field_simp
  have hsq : e ^ 2 ≤ E ^ 2 := sq_le_sq' (abs_le.1 hE).1 (abs_le.1 hE).2
  have hw2 : 0 < w ^ 2 := by positivity
  change e ^ 2 - 2 * e * 0 < w ^ 2 - 2 * w * -(E ^ 2 / (2 * w))
  rw [mul_neg, hs]
  linarith

end

end DysonShift
```

```lean
#print axioms DysonShift.two_level_shift_iff
#print axioms DysonShift.one_sided_shift
#print axioms DysonShift.imaginary_shift
```

```
'DysonShift.two_level_shift_iff' depends on axioms: [propext, Classical.choice, Quot.sound]
'DysonShift.one_sided_shift' depends on axioms: [propext, Classical.choice, Quot.sound]
'DysonShift.imaginary_shift' depends on axioms: [propext, Classical.choice, Quot.sound]
```

## From the geometric series to a convergence test

`closer_iff` is the squaring step. The rewrite with `sq_lt_sq₀` replaces the comparison of norms by one of their squares, and `Complex.normSq_apply` writes these in real and imaginary parts. After simplification, `nlinarith` cancels the common squares in both directions.

`dysonSum_tendsto` sums the series. The step `hr` establishes $|q|<1$, and `hasSum_geometric_of_norm_lt_one` supplies the geometric sum, which is then multiplied by the reference Green's function. The identity `h2` is $(iw-a)(1-q)=iw-e$, and it turns the limit into $1/(iw-e)$. The final `hs.congr` matches the terms of the geometric series with those of `dysonSum`.

`dysonConverges_iff` adds the converse, for a shift $a\neq iw$. It assumes that the partial sums converge while $|e-a|\ge|iw-a|$. In `h0`, the difference of consecutive partial sums shows that the terms tend to zero in norm. In `hb`, the same terms are bounded below by $1/|iw-a|$. The lemma `ge_of_tendsto'` carries this bound to the limit, where a positive number would have to be at most zero.

## From the convergence test to the common shift

`midpoint_shift` reduces its goal to the real inequality through `dysonSum_tendsto` and `closer_iff`. The facts handed to `nlinarith` are $(e-e_1)(e_2-e)\ge0$ and $-e_1e_2\le|e_1e_2|$, the two used in the derivation above. The theorem needs no assumption on the signs of $e_1$ and $e_2$.

In `common_shift_iff`, the forward direction first shows that a real shift differs from $iw$, by comparing imaginary parts. The conditions `c1` and `c2` are the inequalities at the extreme levels. The step `key` adds them with the weights $e_2$ and $-e_1$, and `lt_of_mul_lt_mul_right` removes the positive factor $e_2-e_1$. The reverse direction supplies the midpoint, using the bounds that `IsLeast` and `IsGreatest` provide for every level in the set.

`two_level_shift_iff` applies this result to the set `{e1, e2}`. It checks which element is least and which is greatest, then simplifies the statement about all levels of the set to a pair of convergence conditions.

The last two theorems treat the cases without a threshold. `one_sided_shift` calls `midpoint_shift` with lower end zero. `imaginary_shift` writes the shift as a pair of real and imaginary parts and returns to `closer_iff`. There `hs` evaluates $2w\cdot E^2/(2w)=E^2$, `hsq` gives $e^2\le E^2$, and `linarith` combines them with $w^2>0$.
